# Negative-energy states supply the Thomson term for a Dirac electron at rest in the dipole approximation

## Two levels in a constant vector potential

Place a Dirac electron of mass \(m>0\), charge \(q\) and zero canonical momentum in a constant vector potential \(\mathbf A\), in units with \(\hbar=c=1\). If its spin points along \(\mathbf A\), only two states take part, one at energy \(m\) and one at \(-m\). With \(|\mathbf A|\) the length of the potential, the Hamiltonian is

\[
H=\begin{pmatrix} m & -q|\mathbf A|\\ -q|\mathbf A| & -m\end{pmatrix}.
\]

The coupling to the potential has no diagonal element, so the first-order shift of the upper level vanishes. The second-order shift is

\[
\frac{(-q|\mathbf A|)^2}{m-(-m)}=\frac{q^2\mathbf A^2}{2m}.
\]

This is the \(\mathbf A^2\) term of the non-relativistic Hamiltonian. The Dirac Hamiltonian is linear in \(\mathbf A\) and contains no such term; here it comes from the state at \(-m\). The exact upper level \(\sqrt{m^2+q^2\mathbf A^2}\) has the same expansion to this order.

## A photon scattered by an electron at rest

In low-frequency Compton scattering, the electron absorbs a photon with polarisation \(e\) and emits one with polarisation \(e'\). The non-relativistic amplitude is the cross term of \(\mathbf A^2/2m\), namely \(\langle e,e'\rangle/m\) once the charge and the photon normalisation are removed. The Dirac equation must give the same answer in second order.

Write \(a=\alpha\cdot e\) and \(a'=\alpha\cdot e'\) for the two couplings, and \(P_\pm=(1\pm\beta)/2\) for the projectors on positive- and negative-energy states at rest. In the dipole approximation the photon momentum is neglected, so the electron stays at rest throughout and both photons have frequency \(\omega\). Two orderings contribute:

- If absorption comes first, the energy denominator is \((m+\omega)-(-m)=2m+\omega\).
- If emission comes first, two photons are present in the intermediate state, and the denominator is \((m+\omega)-(-m+2\omega)=2m-\omega\).

The amplitude through negative-energy states is therefore

\[
M=\frac{P_+a'P_-aP_+}{2m+\omega}+\frac{P_+aP_-a'P_+}{2m-\omega}.
\]

## The amplitude and its zero-frequency value

For \(\omega\neq\pm2m\), the theorem `pairAmplitude_eq` states

\[
M=\frac{4m\langle e,e'\rangle+\omega(aa'-a'a)}{4m^2-\omega^2}\,P_+ .
\]

At each excluded frequency a denominator vanishes. For \(m>0\) only \(\omega=2m\) is a possible photon energy, and it equals the gap between the two levels. At \(\omega=0\), `thomson_limit` gives \(mM=\langle e,e'\rangle P_+\) for \(m\neq0\). The companion result `pos_alphaDot_pos` is \(P_+aP_+=0\): positive-energy states at rest are not coupled to each other. `static_seagull` is the constant-potential result for any direction of \(\mathbf A\), multiplied by \(2m\); its argument `a` is the vector potential, not the coupling \(\alpha\cdot e\). "Seagull" is the usual name for the vertex at which two photons meet the electron at one point.

The Lean objects correspond to the physics as follows.

- `A` is any real algebra, not the vector potential. `IsDirac α β` says that `α 0`, `α 1`, `α 2` and `β` square to one and anticommute pairwise. Textbooks usually number the first three from 1 to 3.
- `alphaDot α e` is \(\alpha\cdot e\) for a real vector `e`, which need not have unit length. Real vectors describe linear polarisation.
- `posProj β` and `negProj β` are \(P_+\) and \(P_-\). The theorems allow negative \(m\), but these names fit the energies only for \(m>0\).
- `negPropagator β m E` is \(P_-/(E+m)\), a resolvent at fixed energy and not the Feynman propagator. `negPropagator_spec` shows that it inverts \(E-m\beta\) on negative-energy states, so the denominator follows from the Hamiltonian at rest.
- `pairAmplitude` is \(M\). The name refers to the picture with a filled negative-energy sea, in which these terms describe the creation and annihilation of a pair.

That \(M\) describes a real scattering event is a physical input, contained in its definition. Neglecting the photon momentum is harmless as \(\omega\to0\). The term linear in \(\omega\), however, is not the complete linear term of Compton scattering, because the magnetic coupling through positive-energy states contributes at the same order. The result concerns an amplitude; the Thomson cross section needs in addition its square and the photon phase space.

In four-component response calculations of magnetic properties that keep the Hamiltonian linear in \(\mathbf A\) and expand in the unperturbed orbitals, the non-relativistic diamagnetic term likewise comes from negative-energy states. The free electron at rest is a simple model of this; other formulations can contain a diamagnetic term explicitly.

## From anticommutation to the scalar product

The Dirac relations give \(\alpha_i\alpha_j+\alpha_j\alpha_i=2\delta_{ij}\) for \(i,j=0,1,2\), so

\[
aa'+a'a=\sum_{i,j}e_ie'_j(\alpha_i\alpha_j+\alpha_j\alpha_i)=2\langle e,e'\rangle .
\]

Each \(\alpha_i\) anticommutes with \(\beta\), hence \(a\beta=-\beta a\) and

\[
aP_+=\tfrac12(a+a\beta)=\tfrac12(a-\beta a)=P_-a,\qquad
P_+a=\tfrac12(a+\beta a)=\tfrac12(a-a\beta)=aP_- .
\]

From \(\beta^2=1\) we get \(P_\pm^2=\tfrac14(1\pm2\beta+\beta^2)=P_\pm\) and \(P_-P_+=\tfrac14(1-\beta^2)=0\). Therefore

\[
P_+aP_+=aP_-P_+=0,
\]

\[
P_+aP_-a'P_+=aP_-P_-a'P_+=aP_-a'P_+=aa'P_+P_+=aa'P_+ .
\]

The same holds with \(a\) and \(a'\) exchanged. Inserting both products into \(M\) and using the common denominator \((2m+\omega)(2m-\omega)=4m^2-\omega^2\), we find

\[
M=\frac{(2m-\omega)a'a+(2m+\omega)aa'}{4m^2-\omega^2}P_+
=\frac{2m(aa'+a'a)+\omega(aa'-a'a)}{4m^2-\omega^2}P_+ .
\]

Replacing \(aa'+a'a\) by \(2\langle e,e'\rangle\) gives the stated formula. At \(\omega=0\) it becomes \(4m\langle e,e'\rangle P_+/(4m^2)=\langle e,e'\rangle P_+/m\).

For the constant potential, both couplings are \(q\,\alpha\cdot\mathbf A\); the sign of the coupling drops out in the square. Setting \(e=e'=\mathbf A\) in the anticommutator gives \((\alpha\cdot\mathbf A)^2=\mathbf A^2\), and the denominator is \(2m\), so the energy is \(q^2\mathbf A^2P_+/(2m)\).

## An algebra without negative-energy states

Let \(\alpha_0,\alpha_1,\alpha_2\) be the three Pauli matrices and let \(\beta=1\). All squares equal one and the \(\alpha_i\) anticommute with each other, but they commute with \(\beta\). Now \(P_+=1\) and \(P_-=0\), so \(M=0\), while the Thomson formula would require \(\langle e,e'\rangle/m\). Some condition linking \(\beta\) to the \(\alpha_i\) is therefore needed.

## The Dirac algebra and the amplitude in Lean

```lean
import Mathlib

open Matrix

namespace ThomsonFromNegativeEnergy

noncomputable section

variable {A : Type*} [Ring A] [Algebra ℝ A]

/-- The Dirac relations: `α 0`, `α 1`, `α 2` and `β` square to one and anticommute pairwise. -/
structure IsDirac (α : Fin 3 → A) (β : A) : Prop where
  alpha_sq : ∀ i, α i * α i = 1
  beta_sq : β * β = 1
  anti_10 : α 1 * α 0 = -(α 0 * α 1)
  anti_20 : α 2 * α 0 = -(α 0 * α 2)
  anti_21 : α 2 * α 1 = -(α 1 * α 2)
  anti_beta : ∀ i, α i * β = -(β * α i)

/-- The coupling `α · e` of the electron to a field along the real vector `e`. -/
def alphaDot (α : Fin 3 → A) (e : Fin 3 → ℝ) : A := ∑ i, e i • α i

/-- The projector `(1 + β)/2` on positive-energy states at rest. -/
def posProj (β : A) : A := (1 / 2 : ℝ) • (1 + β)

/-- The projector `(1 - β)/2` on negative-energy states at rest. -/
def negProj (β : A) : A := (1 / 2 : ℝ) • (1 - β)

/-- The propagator at energy `E ≠ -m` restricted to negative-energy states at rest. -/
def negPropagator (β : A) (m E : ℝ) : A := (E + m)⁻¹ • negProj β

/-- The second-order amplitude, through negative-energy states, for an electron at rest that
absorbs a photon of polarisation `e` and emits one of polarisation `e'`, both of frequency `ω`,
in the dipole approximation; its domain is `ω ≠ ±2m`. -/
def pairAmplitude (α : Fin 3 → A) (β : A) (m ω : ℝ) (e e' : Fin 3 → ℝ) : A :=
  posProj β * alphaDot α e' * negPropagator β m (m + ω) * alphaDot α e * posProj β
    + posProj β * alphaDot α e * negPropagator β m (m - ω) * alphaDot α e' * posProj β

/-- On negative-energy states the propagator inverts `E - mβ`, for every energy `E ≠ -m`. -/
theorem negPropagator_spec {α : Fin 3 → A} {β : A} (h : IsDirac α β) {m E : ℝ}
    (hE : E ≠ -m) :
    (E • (1 : A) - m • β) * negPropagator β m E = negProj β := by
  have h0 : E + m ≠ 0 := fun h' => hE (by linarith)
  have key : (E • (1 : A) - m • β) * negProj β = (E + m) • negProj β := by
    simp only [negProj, mul_smul_comm, smul_mul_assoc, sub_mul, mul_sub, one_mul, mul_one,
      h.beta_sq]
    module
  rw [negPropagator, mul_smul_comm, key, smul_smul, inv_mul_cancel₀ h0, one_smul]

/-- The two orderings of the couplings to `e` and `e'` add up to twice the scalar product. -/
theorem alphaDot_anticomm {α : Fin 3 → A} {β : A} (h : IsDirac α β) (e e' : Fin 3 → ℝ) :
    alphaDot α e * alphaDot α e' + alphaDot α e' * alphaDot α e
      = (2 * (e ⬝ᵥ e')) • (1 : A) := by
  simp only [alphaDot, dotProduct, Fin.sum_univ_three, add_mul, mul_add, smul_mul_assoc,
    mul_smul_comm, h.alpha_sq, h.anti_10, h.anti_20, h.anti_21]
  module

/-- The coupling `α · e` exchanges positive- and negative-energy states at rest. -/
theorem alphaDot_exchange {α : Fin 3 → A} {β : A} (h : IsDirac α β) (e : Fin 3 → ℝ) :
    alphaDot α e * posProj β = negProj β * alphaDot α e ∧
      posProj β * alphaDot α e = alphaDot α e * negProj β := by
  have hb : alphaDot α e * β = -(β * alphaDot α e) := by
    simp only [alphaDot, Fin.sum_univ_three, add_mul, mul_add, smul_mul_assoc,
      mul_smul_comm, h.anti_beta]
    module
  constructor
  · simp only [posProj, negProj, mul_smul_comm, smul_mul_assoc, mul_add, sub_mul,
      mul_one, one_mul, hb]
    module
  · simp only [posProj, negProj, mul_smul_comm, smul_mul_assoc, add_mul, mul_sub,
      mul_one, one_mul, hb]
    module

/-- The coupling `α · e` has no matrix elements between positive-energy states at rest. -/
theorem pos_alphaDot_pos {α : Fin 3 → A} {β : A} (h : IsDirac α β) (e : Fin 3 → ℝ) :
    posProj β * alphaDot α e * posProj β = 0 := by
  have h0 : negProj β * posProj β = 0 := by
    simp only [posProj, negProj, mul_smul_comm, smul_mul_assoc, mul_add, sub_mul,
      mul_one, one_mul, h.beta_sq]
    module
  rw [(alphaDot_exchange h e).2, mul_assoc, h0, mul_zero]

/-- Between positive-energy states at rest, the product of two couplings passes entirely
through negative-energy states. -/
theorem through_negative {α : Fin 3 → A} {β : A} (h : IsDirac α β) (e e' : Fin 3 → ℝ) :
    posProj β * alphaDot α e * negProj β * alphaDot α e' * posProj β
      = alphaDot α e * alphaDot α e' * posProj β := by
  have pp : posProj β * posProj β = posProj β := by
    simp only [posProj, mul_smul_comm, smul_mul_assoc, mul_add, add_mul,
      mul_one, one_mul, h.beta_sq]
    module
  have nn : negProj β * negProj β = negProj β := by
    simp only [negProj, mul_smul_comm, smul_mul_assoc, mul_sub, sub_mul,
      mul_one, one_mul, h.beta_sq]
    module
  -- move both projectors through the couplings and use idempotence
  rw [(alphaDot_exchange h e).2, mul_assoc (alphaDot α e), nn,
    mul_assoc (alphaDot α e) (negProj β), ← (alphaDot_exchange h e').1, ← mul_assoc,
    mul_assoc, pp]

/-- For `ω ≠ ±2m` the negative-energy amplitude is a term in the scalar product of the polarisations
plus `ω` times the commutator of the couplings, both over `4m² - ω²` and acting on positive-energy
states at rest. -/
theorem pairAmplitude_eq {α : Fin 3 → A} {β : A} (h : IsDirac α β) {m ω : ℝ}
    (h1 : ω ≠ -(2 * m)) (h2 : ω ≠ 2 * m) (e e' : Fin 3 → ℝ) :
    pairAmplitude α β m ω e e' = (4 * m ^ 2 - ω ^ 2)⁻¹ •
      (((4 * m * (e ⬝ᵥ e')) • (1 : A)
        + ω • (alphaDot α e * alphaDot α e' - alphaDot α e' * alphaDot α e))
          * posProj β) := by
  have d1 : m + ω + m ≠ 0 := fun h' => h1 (by linarith)
  have d2 : m - ω + m ≠ 0 := fun h' => h2 (by linarith)
  -- bring the two energy denominators to a common one
  have hd : 4 * m ^ 2 - ω ^ 2 = (m + ω + m) * (m - ω + m) := by ring
  have c1 : (m + ω + m)⁻¹ = (4 * m ^ 2 - ω ^ 2)⁻¹ * (2 * m - ω) := by
    rw [hd, mul_inv, mul_assoc, show 2 * m - ω = m - ω + m by ring,
      inv_mul_cancel₀ d2, mul_one]
  have c2 : (m - ω + m)⁻¹ = (4 * m ^ 2 - ω ^ 2)⁻¹ * (2 * m + ω) := by
    rw [hd, mul_inv, mul_comm (m + ω + m)⁻¹, mul_assoc,
      show 2 * m + ω = m + ω + m by ring, inv_mul_cancel₀ d1, mul_one]
  -- the scalar product is the symmetric part of the two orderings
  have hs : (4 * m * (e ⬝ᵥ e')) • (1 : A)
      = (2 * m) • (alphaDot α e * alphaDot α e' + alphaDot α e' * alphaDot α e) := by
    rw [alphaDot_anticomm h]
    module
  rw [hs]
  simp only [pairAmplitude, negPropagator, mul_smul_comm, smul_mul_assoc,
    through_negative h, add_mul, sub_mul]
  rw [c1, c2]
  module

/-- Thomson limit: at zero frequency, `m ≠ 0` times the negative-energy amplitude is the scalar
product of the polarisations on positive-energy states. -/
theorem thomson_limit {α : Fin 3 → A} {β : A} (h : IsDirac α β) {m : ℝ} (hm : m ≠ 0)
    (e e' : Fin 3 → ℝ) :
    m • pairAmplitude α β m 0 e e' = (e ⬝ᵥ e') • posProj β := by
  rw [pairAmplitude_eq h (fun h' => hm (by linarith)) (fun h' => hm (by linarith))]
  simp only [zero_smul, add_zero, smul_mul_assoc, one_mul, smul_smul]
  congr 1
  rw [show (4 * m ^ 2 - 0 ^ 2 : ℝ) = 4 * m * m by ring]
  field_simp

/-- For charge `q`, mass `m ≠ 0` and a constant vector potential `a`, the second-order energy
through negative-energy states, multiplied by `2m`, is `q² a²` on positive-energy states. -/
theorem static_seagull {α : Fin 3 → A} {β : A} (h : IsDirac α β) {m : ℝ} (hm : m ≠ 0)
    (q : ℝ) (a : Fin 3 → ℝ) :
    (2 * m) • (posProj β * (q • alphaDot α a) * negPropagator β m m
      * (q • alphaDot α a) * posProj β) = (q ^ 2 * (a ⬝ᵥ a)) • posProj β := by
  have hsq : alphaDot α a * alphaDot α a = (a ⬝ᵥ a) • (1 : A) := by
    calc alphaDot α a * alphaDot α a
        = (1 / 2 : ℝ) • (alphaDot α a * alphaDot α a + alphaDot α a * alphaDot α a) := by
          module
      _ = (a ⬝ᵥ a) • (1 : A) := by
          rw [alphaDot_anticomm h]
          module
  have hc : 2 * m * (m + m)⁻¹ = 1 := by
    rw [← two_mul m]
    exact mul_inv_cancel₀ (mul_ne_zero two_ne_zero hm)
  simp only [negPropagator, mul_smul_comm, smul_mul_assoc, through_negative h, hsq,
    one_mul, smul_smul]
  congr 1
  linear_combination (q ^ 2 * (a ⬝ᵥ a)) * hc

/-- The standard 4×4 Dirac matrices `α`, with the Pauli matrices in the off-diagonal blocks. -/
def diracAlpha : Fin 3 → Matrix (Fin 4) (Fin 4) ℂ :=
  ![!![0, 0, 0, 1; 0, 0, 1, 0; 0, 1, 0, 0; 1, 0, 0, 0],
    !![0, 0, 0, -Complex.I; 0, 0, Complex.I, 0; 0, -Complex.I, 0, 0; Complex.I, 0, 0, 0],
    !![0, 0, 1, 0; 0, 0, 0, -1; 1, 0, 0, 0; 0, -1, 0, 0]]

/-- The standard 4×4 Dirac matrix `β`, diagonal with entries `1, 1, -1, -1`. -/
def diracBeta : Matrix (Fin 4) (Fin 4) ℂ :=
  !![1, 0, 0, 0; 0, 1, 0, 0; 0, 0, -1, 0; 0, 0, 0, -1]

/-- The standard 4×4 Dirac matrices satisfy the Dirac relations. -/
theorem isDirac_witness : IsDirac diracAlpha diracBeta := by
  constructor
  · intro i
    fin_cases i <;> ext a b <;> fin_cases a <;> fin_cases b <;>
      simp [diracAlpha, Matrix.mul_apply, Fin.sum_univ_four]
  · ext a b
    fin_cases a <;> fin_cases b <;>
      simp [diracBeta, Matrix.mul_apply, Fin.sum_univ_four]
  · ext a b
    fin_cases a <;> fin_cases b <;>
      simp [diracAlpha, Matrix.mul_apply, Fin.sum_univ_four]
  · ext a b
    fin_cases a <;> fin_cases b <;>
      simp [diracAlpha, Matrix.mul_apply, Fin.sum_univ_four]
  · ext a b
    fin_cases a <;> fin_cases b <;>
      simp [diracAlpha, Matrix.mul_apply, Fin.sum_univ_four]
  · intro i
    fin_cases i <;> ext a b <;> fin_cases a <;> fin_cases b <;>
      simp [diracAlpha, diracBeta, Matrix.mul_apply, Fin.sum_univ_four]

end

end ThomsonFromNegativeEnergy
```

```lean
#print axioms ThomsonFromNegativeEnergy.negPropagator_spec
#print axioms ThomsonFromNegativeEnergy.pos_alphaDot_pos
#print axioms ThomsonFromNegativeEnergy.thomson_limit
#print axioms ThomsonFromNegativeEnergy.static_seagull
```

```
'ThomsonFromNegativeEnergy.negPropagator_spec' depends on axioms: [propext, Classical.choice, Quot.sound]
'ThomsonFromNegativeEnergy.pos_alphaDot_pos' depends on axioms: [propext, Classical.choice, Quot.sound]
'ThomsonFromNegativeEnergy.thomson_limit' depends on axioms: [propext, Classical.choice, Quot.sound]
'ThomsonFromNegativeEnergy.static_seagull' depends on axioms: [propext, Classical.choice, Quot.sound]
```

## Projectors, denominators and matrix entries

Most of the algebraic lemmas follow one pattern. `simp only` multiplies out the products and applies the Dirac relations, and `module` then compares the real coefficients of the remaining terms. This is how `alphaDot_anticomm` obtains the scalar product, and how `alphaDot_exchange` first proves \(a\beta=-\beta a\) (the step `hb`) and then both exchange rules. In `negPropagator_spec`, the step `key` is \((E-m\beta)P_-=(E+m)P_-\), after which the scalar \(E+m\) cancels.

`pos_alphaDot_pos` moves one projector through the coupling and uses \(P_-P_+=0\). `through_negative` proves the idempotence of both projectors as `pp` and `nn`. Its final chain of rewrites is the displayed calculation of \(P_+aP_-a'P_+\), with the brackets moved explicitly.

In `pairAmplitude_eq`, the hypotheses on \(\omega\) make the two denominators nonzero (`d1` and `d2`). The steps `c1` and `c2` write their inverses over \(4m^2-\omega^2\), with numerators \(2m-\omega\) and \(2m+\omega\). The step `hs` uses the anticommutator in reverse, turning \(4m\langle e,e'\rangle\) into \(2m(aa'+a'a)\). Both sides are then combinations of \(aa'P_+\) and \(a'aP_+\), and `module` matches them.

`thomson_limit` sets \(\omega=0\), where both frequency conditions reduce to \(m\neq0\). The commutator term disappears, and `field_simp` settles the remaining identity between real numbers. `static_seagull` does not use the frequency formula: it combines `through_negative` with the square `hsq` and the cancellation `hc` of \(2m\) against \(m+m\).

Finally, `isDirac_witness` confirms entry by entry that the standard complex \(4\times4\) matrices `diracAlpha` and `diracBeta` satisfy `IsDirac`. The theorems therefore apply to the usual four-component electron.
